# A three-body operator replaces at most three orbitals of a determinant, and its expectation value is a signed sum over occupied triples

**Q:** Put three electrons in spin orbitals 0, 1, 2, and let

\[
W=\tfrac16\sum_{pqrstu} L(pqr,stu)\,a_p^\dagger a_q^\dagger a_r^\dagger a_u a_t a_s
\]

have the single non-zero coefficient \(L(012,102)=1\). What is its expectation value?

**A:** It is \(-1/6\). The operator \(a_1\) acts first and passes the occupied orbital 0, which gives a factor \(-1\). Then \(a_0\) and \(a_2\) empty the determinant, and \(a_2^\dagger, a_1^\dagger, a_0^\dagger\) refill it, all with sign \(+1\). With \(L(012,012)=1\) instead, every sign is \(+1\) and the result is \(+1/6\). The annihilators may remove the orbitals in any order, and the result carries the sign of the permutation that takes the order of the creator indices to the order of removal.

**Q:** Now derive it for any determinant \(D\).

**A:** Let \(\varepsilon_p(D)\) be the product of \(-1\) over the orbitals of \(D\) below \(p\). The amplitude of \(a_p^\dagger\psi\) at \(D\) is \(\varepsilon_p(D)\,\psi(D\setminus p)\) if \(p\in D\), and zero otherwise. That of \(a_p\psi\) is \(\varepsilon_p(D)\,\psi(D\cup p)\) if \(p\notin D\), and zero otherwise.

For \(p\ne q\), exchanging two operators changes the sign, because exactly one of \(p<q\) and \(q<p\) holds. For \(p=q\), creating twice gives zero, \(a_p^\dagger a_p\) keeps the amplitudes with \(p\) occupied and \(a_pa_p^\dagger\) keeps the others, since \(\varepsilon_p^2=1\). Hence

\[
a_p^\dagger a_q^\dagger=-a_q^\dagger a_p^\dagger,\qquad a_p^\dagger a_q+a_q a_p^\dagger=\delta_{pq}.
\]

If \(p\notin D\), nothing created by \(a_p^\dagger\) has an amplitude at \(D\). In a string with all creators to the left of the annihilators, as in \(W\), any creator can be brought to the front at the cost of a sign, so an unoccupied creator index makes the expectation value zero. If \(p\in D\), then \(a_p^\dagger|D\rangle=0\), so moving \(a_p^\dagger\) to the right leaves only contractions. For occupied creator indices, one and two pairs give

\[
\langle a_q^\dagger a_s\rangle=\delta_{qs},\qquad
\langle a_q^\dagger a_r^\dagger a_t a_s\rangle=\delta_{qs}\delta_{rt}-\delta_{qt}\delta_{rs}.
\]

For three pairs, two exchanges give \(a_p^\dagger a_q^\dagger a_r^\dagger=a_q^\dagger a_r^\dagger a_p^\dagger\), and

\[
a_p^\dagger a_ua_ta_s|D\rangle=\delta_{pu}a_ta_s|D\rangle-\delta_{pt}a_ua_s|D\rangle+\delta_{ps}a_ua_t|D\rangle .
\]

Inserting the two-pair result gives the expansion of a determinant along its first row:

\[
\langle a_p^\dagger a_q^\dagger a_r^\dagger a_ua_ta_s\rangle=
\begin{vmatrix}\delta_{ps}&\delta_{pt}&\delta_{pu}\\ \delta_{qs}&\delta_{qt}&\delta_{qu}\\ \delta_{rs}&\delta_{rt}&\delta_{ru}\end{vmatrix}.
\]

Written over permutations, each term fixes \((s,t,u)=\sigma(pqr)\). Summing over \(s,t,u\) and renaming \(p,q,r\) as \(i,j,k\),

\[
\langle D,WD\rangle=\tfrac16\sum_{i,j,k\in D}\ \sum_{\sigma\in S_3}\operatorname{sign}(\sigma)\,L(ijk,\sigma(ijk)).
\]

Terms with a repeated index cancel in pairs, so fewer than three electrons give zero.

**Q:** And the selection rule?

**A:** Count the orbitals of \(D\) that are empty in the current determinant. The count starts at zero, each annihilator raises it by at most one, and no creator raises it. After the whole string it is at most three, so \(\langle E,WD\rangle=0\) whenever \(|D\setminus E|>3\).

**Q:** Does the Lean model contain this physics, or only something that resembles it?

**A:** Here are its objects. The file works over Mathlib.

```lean
import Mathlib

open Matrix

namespace TranscorrelatedThreeBody

noncomputable section
```

A state is a complex amplitude for each occupied set, with all particle numbers included.

```lean
/-- Fock space over `n` spin orbitals: an amplitude for each set of occupied orbitals. -/
abbrev Fock (n : ℕ) := Finset (Fin n) → ℂ
```

`slater D` has amplitude one at \(D\) and zero elsewhere, so it is normalised.

```lean
/-- The determinant whose occupied orbitals are those in `D`. -/
def slater {n : ℕ} (D : Finset (Fin n)) : Fock n := fun E => if E = D then 1 else 0
```

The inner product makes distinct determinants orthogonal. Orthonormal spin orbitals are therefore built into the model.

```lean
/-- The inner product of Fock space, conjugate-linear in the first argument. -/
def braket {n : ℕ} (φ ψ : Fock n) : ℂ := ∑ F, star (φ F) * ψ F
```

`jwSign p D` is \(\varepsilon_p(D)\), and `delta` is \(\delta_{pq}\).

```lean
/-- The Jordan-Wigner sign: a factor `-1` for each occupied orbital below `p`. -/
def jwSign {n : ℕ} (p : Fin n) (D : Finset (Fin n)) : ℂ :=
  ∏ q ∈ D, if q < p then -1 else 1

/-- The Kronecker delta of two orbitals. -/
def delta {n : ℕ} (p q : Fin n) : ℂ := if p = q then 1 else 0
```

The ladder operators are the amplitude rules above, given as linear maps.

```lean
/-- The creation operator of orbital `p`. -/
def create {n : ℕ} (p : Fin n) : Fock n →ₗ[ℂ] Fock n where
  toFun ψ D := if p ∈ D then jwSign p D * ψ (D.erase p) else 0
  map_add' ψ χ := by
    funext D
    by_cases h : p ∈ D <;> simp [h, mul_add]
  map_smul' c ψ := by
    funext D
    by_cases h : p ∈ D <;> simp [h, mul_left_comm]

/-- The annihilation operator of orbital `p`. -/
def annihilate {n : ℕ} (p : Fin n) : Fock n →ₗ[ℂ] Fock n where
  toFun ψ D := if p ∈ D then 0 else jwSign p D * ψ (insert p D)
  map_add' ψ χ := by
    funext D
    by_cases h : p ∈ D <;> simp [h, mul_add]
  map_smul' c ψ := by
    funext D
    by_cases h : p ∈ D <;> simp [h, mul_left_comm]
```

`threeBody L` is the literal sixfold sum, including the reversed order of the annihilators.

```lean
/-- The three-body operator `W = (1/6) ∑ L(pqr,stu) a†p a†q a†r a_u a_t a_s`. -/
def threeBody {n : ℕ} (L : Fin n → Fin n → Fin n → Fin n → Fin n → Fin n → ℂ) :
    Fock n →ₗ[ℂ] Fock n :=
  (1 / 6 : ℂ) • ∑ p, ∑ q, ∑ r, ∑ s, ∑ t, ∑ u, L p q r s t u •
    (create p ∘ₗ create q ∘ₗ create r ∘ₗ annihilate u ∘ₗ annihilate t ∘ₗ annihilate s)
```

**Q:** Your rule counts \(|D\setminus E|\). I count differing orbitals between determinants of equal size.

**A:** For equal sizes \(|D\setminus E|=|E\setminus D|\), which is your number of replaced orbitals. `threeBody_selection_rule` doesn't need equal sizes. `threeBody_diagonal` is the displayed formula, with `![i, j, k] (σ 0)` as the first entry of \(\sigma(ijk)\).

**Q:** Where does the transcorrelated Hamiltonian enter?

**A:** Only through \(L\). The transcorrelated Hamiltonian is \(e^{-\tau}He^{\tau}\), where \(H\) is the electronic Hamiltonian and the correlator \(\tau\) is a sum over electron pairs of a function of their positions. This transformation produces a three-body term of this form, but here \(L\) is arbitrary: it is not derived from a correlator, and no symmetry or hermiticity is assumed. In a finite orthonormal basis, the results say that such a term cannot couple determinants more than three orbital replacements apart, and what it adds to the diagonal in a configuration-interaction calculation. The one- and two-body parts, and formulas for the non-zero off-diagonal elements, are not covered.

**Q:** Then take me through the proof.

**A:** It starts with the signs: they square to one, and emptying a lower orbital flips them.

```lean
variable {n : ℕ}

/-- The Jordan-Wigner sign squares to one. -/
theorem jwSign_mul_self (p : Fin n) (D : Finset (Fin n)) : jwSign p D * jwSign p D = 1 := by
  rw [jwSign, ← Finset.prod_mul_distrib]
  apply Finset.prod_eq_one
  intro q _
  split_ifs <;> norm_num

/-- Emptying orbital `q` flips the sign of orbital `p` exactly when `q` lies below `p`. -/
theorem jwSign_erase (p : Fin n) {q : Fin n} {D : Finset (Fin n)} (hq : q ∈ D) :
    jwSign p (D.erase q) = (if q < p then -1 else 1) * jwSign p D := by
  have h : jwSign p D = (if q < p then -1 else 1) * jwSign p (D.erase q) :=
    (Finset.mul_prod_erase D (fun x => if x < p then (-1 : ℂ) else 1) hq).symm
  rw [h]
  split_ifs <;> ring
```

The two anticommutation relations follow by cases on which orbitals are occupied and which of \(p,q\) is lower.

```lean
/-- Creation operators anticommute. -/
theorem create_create (p q : Fin n) (ψ : Fock n) :
    create p (create q ψ) = -create q (create p ψ) := by
  funext D
  obtain rfl | hpq := eq_or_ne p q
  · simp [create]
  by_cases hp : p ∈ D
  · by_cases hq : q ∈ D
    · have hq' : q ∈ D.erase p := Finset.mem_erase.2 ⟨hpq.symm, hq⟩
      have hp' : p ∈ D.erase q := Finset.mem_erase.2 ⟨hpq, hp⟩
      have e : (D.erase p).erase q = (D.erase q).erase p := Finset.erase_right_comm
      simp only [create, LinearMap.coe_mk, AddHom.coe_mk, Pi.neg_apply, if_pos hp, if_pos hq,
        if_pos hp', if_pos hq', jwSign_erase q hp, jwSign_erase p hq, e]
      rcases lt_or_gt_of_ne hpq with h | h
      · rw [if_pos h, if_neg (lt_asymm h)]; ring
      · rw [if_pos h, if_neg (lt_asymm h)]; ring
    · simp [create, hq]
  · simp [create, hp]

/-- The anticommutator of a creation and an annihilation operator is the Kronecker delta. -/
theorem create_annihilate (p q : Fin n) (ψ : Fock n) :
    create p (annihilate q ψ) + annihilate q (create p ψ) = delta p q • ψ := by
  funext D
  have hi : ∀ x y : Fin n, y ∉ D →
      jwSign x (insert y D) = (if y < x then -1 else 1) * jwSign x D := by
    intro x y hy
    simp only [jwSign, Finset.prod_insert hy]
  obtain rfl | hpq := eq_or_ne p q
  · by_cases hp : p ∈ D
    · simp only [create, annihilate, LinearMap.coe_mk, AddHom.coe_mk, Pi.add_apply,
        Pi.smul_apply, smul_eq_mul, delta, if_pos hp, if_neg (Finset.notMem_erase p D),
        Finset.insert_erase hp, jwSign_erase p hp, lt_irrefl, ↓reduceIte]
      linear_combination ψ D * jwSign_mul_self p D
    · simp only [create, annihilate, LinearMap.coe_mk, AddHom.coe_mk, Pi.add_apply,
        Pi.smul_apply, smul_eq_mul, delta, if_neg hp, if_pos (Finset.mem_insert_self p D),
        Finset.erase_insert hp, hi p p hp, lt_irrefl, ↓reduceIte]
      linear_combination ψ D * jwSign_mul_self p D
  by_cases hq : q ∈ D
  · simp [create, annihilate, delta, hpq, hpq.symm, hq]
  by_cases hp : p ∈ D
  · have hq' : q ∉ D.erase p := fun h => hq (Finset.mem_of_mem_erase h)
    have hp' : p ∈ insert q D := Finset.mem_insert_of_mem hp
    simp only [create, annihilate, LinearMap.coe_mk, AddHom.coe_mk, Pi.add_apply,
      Pi.smul_apply, smul_eq_mul, delta, if_neg hpq, if_pos hp, if_neg hq, if_neg hq',
      if_pos hp', Finset.erase_insert_of_ne hpq.symm, jwSign_erase q hp, hi p q hq]
    rcases lt_or_gt_of_ne hpq with h | h
    · rw [if_pos h, if_neg (lt_asymm h)]; ring
    · rw [if_pos h, if_neg (lt_asymm h)]; ring
  · simp [create, annihilate, delta, hpq, hp, hq]
```

The next lemma turns the inner product with `slater E` into the amplitude at \(E\), one operator string at a time.

```lean
/-- The matrix element of `W` between a determinant and a state, as a sum over operator strings. -/
theorem braket_threeBody (L : Fin n → Fin n → Fin n → Fin n → Fin n → Fin n → ℂ)
    (E : Finset (Fin n)) (ψ : Fock n) :
    braket (slater E) (threeBody L ψ) = 1 / 6 * ∑ p, ∑ q, ∑ r, ∑ s, ∑ t, ∑ u, L p q r s t u *
      create p (create q (create r (annihilate u (annihilate t (annihilate s ψ))))) E := by
  have h : braket (slater E) (threeBody L ψ) = threeBody L ψ E := by
    rw [braket, Finset.sum_eq_single E]
    · simp [slater]
    · intro F _ hF
      simp [slater, hF]
    · simp
  rw [h]
  simp only [threeBody, LinearMap.smul_apply, LinearMap.sum_apply, LinearMap.comp_apply,
    Pi.smul_apply, Finset.sum_apply, smul_eq_mul]
```

The contraction argument comes next. `h0` says that a creator on an occupied orbital kills the determinant, `hc` moves a creator past an annihilator, and `one` and `two` are the one- and two-pair results. The last part moves \(a_p^\dagger\) to the right and compares with `Matrix.det_fin_three`.

```lean
/-- The expectation value of a three-body string in a determinant is a 3×3 determinant of
Kronecker deltas if `p`, `q`, `r` are occupied, and zero otherwise. -/
theorem expectation_string (D : Finset (Fin n)) (p q r s t u : Fin n) :
    create p (create q (create r (annihilate u (annihilate t (annihilate s (slater D)))))) D =
      if p ∈ D ∧ q ∈ D ∧ r ∈ D then
        Matrix.det (Matrix.of fun i j : Fin 3 => delta (![p, q, r] i) (![s, t, u] j))
      else 0 := by
  have h0 : ∀ x ∈ D, create x (slater D) = 0 := by
    intro x hx
    funext E
    have hE : E.erase x ≠ D := fun h => Finset.notMem_erase x E (by rw [h]; exact hx)
    simp [create, slater, hE]
  have hc : ∀ (x y : Fin n) (ψ : Fock n),
      create x (annihilate y ψ) = delta x y • ψ - annihilate y (create x ψ) :=
    fun x y ψ => eq_sub_of_add_eq (create_annihilate x y ψ)
  have hout : ∀ x, x ∉ D → ∀ ψ : Fock n, create x ψ D = 0 := by
    intro x hx ψ
    simp [create, hx]
  -- one contraction
  have one : ∀ x y, create x (annihilate y (slater D)) D = if x ∈ D then delta x y else 0 := by
    intro x y
    by_cases hx : x ∈ D
    · rw [hc, h0 x hx]
      simp [slater, hx]
    · rw [hout x hx, if_neg hx]
  -- two contractions
  have two : ∀ x y a b, create x (create y (annihilate b (annihilate a (slater D)))) D =
      if x ∈ D ∧ y ∈ D then delta x a * delta y b - delta x b * delta y a else 0 := by
    intro x y a b
    by_cases hx : x ∈ D
    · rw [create_create, hc, hc, h0 x hx]
      simp only [map_zero, map_sub, map_smul, sub_zero, Pi.neg_apply, Pi.sub_apply,
        Pi.smul_apply, smul_eq_mul, one]
      by_cases hy : y ∈ D
      · rw [if_pos hy, if_pos hy, if_pos ⟨hx, hy⟩]; ring
      · simp [hy]
    · rw [hout x hx, if_neg (fun h => hx h.1)]
  by_cases hp : p ∈ D
  · -- move the first creator to the right until it meets the determinant
    rw [create_create p q, create_create p r, map_neg, neg_neg, hc, hc, hc, h0 p hp]
    simp only [map_zero, map_sub, map_smul, sub_zero, Pi.sub_apply,
      Pi.smul_apply, smul_eq_mul, two]
    by_cases hqr : q ∈ D ∧ r ∈ D
    · rw [if_pos (⟨hp, hqr⟩ : p ∈ D ∧ q ∈ D ∧ r ∈ D), Matrix.det_fin_three]
      simp only [if_pos hqr, Matrix.of_apply, Matrix.cons_val_zero, Matrix.cons_val_one,
        Matrix.cons_val]
      ring
    · rw [if_neg (fun h : p ∈ D ∧ q ∈ D ∧ r ∈ D => hqr h.2)]
      simp only [if_neg hqr, mul_zero, sub_zero]
  · rw [hout p hp, if_neg (fun h => hp h.1)]
```

For the selection rule, `ha` and `hc` are the counting statements for annihilators and creators. They are chained through the six operators.

```lean
/-- Selection rule: the matrix element of `W` from `D` to `E` vanishes if more than three
orbitals occupied in `D` are empty in `E`. -/
theorem threeBody_selection_rule (L : Fin n → Fin n → Fin n → Fin n → Fin n → Fin n → ℂ)
    (D E : Finset (Fin n)) (h : 3 < (D \ E).card) :
    braket (slater E) (threeBody L (slater D)) = 0 := by
  -- an annihilator empties at most one orbital of `D`
  have ha : ∀ (k : ℕ) (p : Fin n) (ψ : Fock n), (∀ F, k < (D \ F).card → ψ F = 0) →
      ∀ F, k + 1 < (D \ F).card → annihilate p ψ F = 0 := by
    intro k p ψ hψ F hF
    have h1 : k < (D \ insert p F).card := by
      rw [Finset.sdiff_insert]
      have := Finset.pred_card_le_card_erase (s := D \ F) (a := p)
      omega
    simp [annihilate, hψ _ h1]
  -- a creator empties none
  have hc : ∀ (k : ℕ) (p : Fin n) (ψ : Fock n), (∀ F, k < (D \ F).card → ψ F = 0) →
      ∀ F, k < (D \ F).card → create p ψ F = 0 := by
    intro k p ψ hψ F hF
    have h1 : k < (D \ F.erase p).card := lt_of_lt_of_le hF
      (Finset.card_le_card (Finset.sdiff_subset_sdiff (Finset.Subset.refl D)
        (Finset.erase_subset p F)))
    simp [create, hψ _ h1]
  have h0 : ∀ F, 0 < (D \ F).card → slater D F = 0 := by
    intro F hF
    have hne : F ≠ D := by
      rintro rfl
      simp at hF
    simp [slater, hne]
  have hz : ∀ p q r s t u, create p (create q (create r
      (annihilate u (annihilate t (annihilate s (slater D)))))) E = 0 :=
    fun p q r s t u => hc 3 p _ (hc 3 q _ (hc 3 r _
      (ha 2 u _ (ha 1 t _ (ha 0 s _ h0))))) E h
  rw [braket_threeBody]
  simp only [hz, mul_zero, Finset.sum_const_zero]
```

For the diagonal, `Matrix.det_apply'` expands the determinant over permutations, `hcomm` brings the sum over \(\sigma\) outside, and `hd` lets the deltas select \(s,t,u\).

```lean
/-- Diagonal rule: the expectation value of `W` in a determinant is one sixth of the signed sum
of `L(ijk,σ(ijk))` over occupied orbitals `i`, `j`, `k` and permutations `σ`. -/
theorem threeBody_diagonal (L : Fin n → Fin n → Fin n → Fin n → Fin n → Fin n → ℂ)
    (D : Finset (Fin n)) :
    braket (slater D) (threeBody L (slater D)) =
      1 / 6 * ∑ i ∈ D, ∑ j ∈ D, ∑ k ∈ D, ∑ σ : Equiv.Perm (Fin 3),
        ((Equiv.Perm.sign σ : ℤ) : ℂ) *
          L i j k (![i, j, k] (σ 0)) (![i, j, k] (σ 1)) (![i, j, k] (σ 2)) := by
  have hd : ∀ (f : Fin n → Fin n → Fin n → ℂ) (a b c : Fin n),
      ∑ s, ∑ t, ∑ u, f s t u * (delta a s * delta b t * delta c u) = f a b c := by
    intro f a b c
    simp [delta]
  have hcomm : ∀ F : Fin n → Fin n → Fin n → Equiv.Perm (Fin 3) → ℂ,
      ∑ s, ∑ t, ∑ u, ∑ σ, F s t u σ = ∑ σ, ∑ s, ∑ t, ∑ u, F s t u σ := by
    intro F
    symm
    rw [Finset.sum_comm]
    refine Finset.sum_congr rfl fun s _ => ?_
    rw [Finset.sum_comm]
    refine Finset.sum_congr rfl fun t _ => ?_
    exact Finset.sum_comm
  -- for fixed creators, the deltas select the permuted annihilators
  have key : ∀ p q r, (∑ s, ∑ t, ∑ u, L p q r s t u * create p (create q (create r
      (annihilate u (annihilate t (annihilate s (slater D)))))) D) =
      if p ∈ D ∧ q ∈ D ∧ r ∈ D then ∑ σ : Equiv.Perm (Fin 3),
        ((Equiv.Perm.sign σ : ℤ) : ℂ) *
          L p q r (![p, q, r] (σ 0)) (![p, q, r] (σ 1)) (![p, q, r] (σ 2)) else 0 := by
    intro p q r
    by_cases h : p ∈ D ∧ q ∈ D ∧ r ∈ D
    · simp only [expectation_string, if_pos h, Matrix.det_apply', Fin.prod_univ_three,
        Matrix.of_apply, Matrix.cons_val_zero, Matrix.cons_val_one, Matrix.cons_val,
        Finset.mul_sum]
      rw [hcomm]
      refine Finset.sum_congr rfl fun σ _ => ?_
      refine Eq.trans ?_ (hd (fun s t u => ((Equiv.Perm.sign σ : ℤ) : ℂ) * L p q r s t u) _ _ _)
      refine Finset.sum_congr rfl fun s _ => Finset.sum_congr rfl fun t _ =>
        Finset.sum_congr rfl fun u _ => ?_
      ring
    · simp only [expectation_string, if_neg h, mul_zero, Finset.sum_const_zero]
  rw [braket_threeBody]
  simp only [key, ite_and, Finset.sum_ite_irrel, Finset.sum_const_zero, Finset.sum_ite_mem,
    Finset.univ_inter]
```

**Q:** Could the bound of three be lowered to two?

**A:** Not for general \(L\). With \(L(345,012)=1\) as the only coefficient, \(W\) connects \(\{0,1,2\}\) to \(\{3,4,5\}\). The proof reduces the sum to one string, checks the occupations with `decide`, and uses that no sign is zero.

```lean
/-- On six orbitals, a `W` with a single non-zero coefficient connects two determinants that
differ in exactly three orbitals. -/
theorem threeBody_triple_ne_zero :
    braket (slater ({3, 4, 5} : Finset (Fin 6))) (threeBody (fun p q r s t u =>
      if p = 3 ∧ q = 4 ∧ r = 5 ∧ s = 0 ∧ t = 1 ∧ u = 2 then 1 else 0)
      (slater ({0, 1, 2} : Finset (Fin 6)))) ≠ 0 := by
  have hj : ∀ (p : Fin 6) (D : Finset (Fin 6)), jwSign p D ≠ 0 :=
    fun p D => left_ne_zero_of_mul_eq_one (jwSign_mul_self p D)
  rw [braket_threeBody]
  simp only [ite_and, ite_mul, one_mul, zero_mul, Finset.sum_ite_irrel, Finset.sum_const_zero,
    Finset.sum_ite_eq', Finset.mem_univ, if_true]
  simp only [create, annihilate, LinearMap.coe_mk, AddHom.coe_mk, slater]
  rw [if_pos, if_pos, if_pos, if_neg, if_neg, if_neg, if_pos]
  · simp [hj]
  all_goals decide

end

end TranscorrelatedThreeBody
```

```lean
#print axioms TranscorrelatedThreeBody.threeBody_selection_rule
-- 'TranscorrelatedThreeBody.threeBody_selection_rule' depends on axioms: [propext, Classical.choice, Quot.sound]
#print axioms TranscorrelatedThreeBody.threeBody_diagonal
-- 'TranscorrelatedThreeBody.threeBody_diagonal' depends on axioms: [propext, Classical.choice, Quot.sound]
#print axioms TranscorrelatedThreeBody.threeBody_triple_ne_zero
-- 'TranscorrelatedThreeBody.threeBody_triple_ne_zero' depends on axioms: [propext, Classical.choice, Quot.sound]
```
